# The long-range interaction \(\operatorname{erf}(\mu R)/R\) approaches \(1/R\) with a Gaussian-bounded error

## Long-range exchange at a given distance

Consider a range-separated hybrid functional with full exact exchange at long range and none at short range, the two ranges being divided by a parameter \(\mu\). For a charge-transfer excitation, one can ask how close the long-range exchange comes to the full Coulomb attraction at the donor-acceptor distance \(R\). In such a functional, this exchange enters the diagonal of the linear-response matrix as \(-(ii|aa)\), evaluated with \(\operatorname{erf}(\mu r)/r\), where \(i\) is the donor orbital and \(a\) the acceptor orbital.

In atomic units, take \(\mu=0.4\) and \(R=5\), so \(\mu R=2\). For two unit point charges at this distance, the bound below limits the shortfall to about 0.5% of \(1/R\), or 0.03 eV.

## Bounds for point charges and distributions

Define
\[
\operatorname{erf}(x)=\frac{2}{\sqrt\pi}\int_0^x e^{-t^2}\,dt,\qquad
B(R)=\frac{e^{-\mu^2R^2}}{\sqrt\pi\,\mu R^2}.
\]
For \(\mu,R>0\), `longRange_error` and `longRange_error_lower` state
\[
0\le \frac1R-\frac{\operatorname{erf}(\mu R)}R\le B(R),\qquad
B(R)\Bigl(1-\frac1{2\mu^2R^2}\Bigr)\le \frac1R-\frac{\operatorname{erf}(\mu R)}R .
\]
The second lower bound is informative only for \(\mu R>1/\sqrt2\); at shorter distances its left side is not positive.

In `attraction_error`, the hole has non-negative weights `p i` at points `x i` of three-dimensional space, and the electron has weights `q j` at `y j`. Both sets are finite and each set of weights sums to one. If every hole point is at least \(R\) from every electron point, the shortfall of the total long-range attraction from the total Coulomb attraction lies between \(0\) and \(B(R)\). With one point on each side at distance \(R\), this is the pair estimate. Orbital densities with overlapping tails do not satisfy the separation hypothesis.

The function `ctEnergy` is a model energy, \(\omega(R)=\text{gap}-\operatorname{erf}(\mu R)/R\), with long-range exchange at full weight. The constant `gap` stands for the cost of moving an electron from donor to acceptor without its attraction to the hole left behind. It is held fixed, whereas real orbital gaps vary with \(\mu\) and geometry. The exchange term is part of the definition and is not derived from response equations.

## From the Gaussian tail to the energy

The fundamental theorem of calculus gives \(\operatorname{erf}'(x)=2e^{-x^2}/\sqrt\pi\), and \(\int_0^\infty e^{-t^2}dt=\sqrt\pi/2\) gives \(\operatorname{erf}(x)\to1\). A function on \(x>0\) that never increases and tends to zero as \(x\to\infty\) is non-negative. Apply this to
\[
\begin{aligned}
f_1&=1-\operatorname{erf}(x), & f_1'&=-\frac{2e^{-x^2}}{\sqrt\pi},\\
f_2&=\frac{e^{-x^2}}{\sqrt\pi\,x}-f_1, & f_2'&=-\frac{e^{-x^2}}{\sqrt\pi\,x^2},\\
f_3&=f_1-\frac{e^{-x^2}}{\sqrt\pi}\Bigl(\frac1x-\frac1{2x^3}\Bigr), & f_3'&=-\frac{3e^{-x^2}}{2\sqrt\pi\,x^4}.
\end{aligned}
\]
All three tend to zero, so all three are non-negative. Setting \(x=\mu R\) and dividing by \(R\) gives the pair bounds.

For the distributions, let \(d_{ij}\ge R\) be the distance between hole point \(i\) and electron point \(j\). Since \(B\) decreases with distance,
\[
0\le\sum_{i,j}p_iq_j\,\frac{1-\operatorname{erf}(\mu d_{ij})}{d_{ij}}
\le\sum_{i,j}p_iq_j\,B(R)=B(R).
\]

Finally, \(R(\omega(R)-\text{gap})=-\operatorname{erf}(\mu R)\to-1\) for \(\mu>0\), which is the \(-1/R\) behaviour. At \(\mu=0\) the attraction vanishes and \(\omega=\text{gap}\) at every distance.

## The complete Lean file

```lean
import Mathlib

open Real Filter Topology

namespace ChargeTransferLongRange

noncomputable section

/-- The error function, as the normalised integral of a Gaussian from 0 to `x`. -/
def erf (x : ℝ) : ℝ := 2 / √π * ∫ t in (0 : ℝ)..x, Real.exp (-t ^ 2)

/-- The long-range part `erf(μ r)/r` of the Coulomb interaction. -/
def longRange (μ r : ℝ) : ℝ := erf (μ * r) / r

/-- The attraction between a hole with charges `p` at points `x` and an electron with
charges `q` at points `y`, for a pair interaction `v` depending on distance. -/
def attraction {ι κ : Type*} [Fintype ι] [Fintype κ] (v : ℝ → ℝ) (p : ι → ℝ) (q : κ → ℝ)
    (x : ι → EuclideanSpace ℝ (Fin 3)) (y : κ → EuclideanSpace ℝ (Fin 3)) : ℝ :=
  ∑ i, ∑ j, p i * q j * v (dist (x i) (y j))

/-- A model charge-transfer energy at distance `R`: a constant `gap` minus the long-range
interaction `erf(μ R)/R`. -/
def ctEnergy (gap μ R : ℝ) : ℝ := gap - longRange μ R

/-- The derivative of the error function at `x` is `2 exp(-x²)/√π`. -/
theorem erf_hasDerivAt (x : ℝ) : HasDerivAt erf (2 / √π * Real.exp (-x ^ 2)) x := by
  have hc : Continuous (fun t : ℝ => Real.exp (-t ^ 2)) := by fun_prop
  exact (hc.integral_hasStrictDerivAt 0 x).hasDerivAt.const_mul (2 / √π)

/-- The error function tends to 1 at large argument. -/
theorem erf_tendsto_one : Tendsto erf atTop (𝓝 1) := by
  have hI : MeasureTheory.Integrable (fun t : ℝ => Real.exp (-t ^ 2)) := by
    simpa using integrable_exp_neg_mul_sq (b := 1) (by norm_num)
  have hG : ∫ t in Set.Ioi (0 : ℝ), Real.exp (-t ^ 2) = √π / 2 := by
    simpa using integral_gaussian_Ioi 1
  have h := (MeasureTheory.intervalIntegral_tendsto_integral_Ioi (0 : ℝ)
    hI.integrableOn tendsto_id).const_mul (2 / √π)
  have hs : √π ≠ 0 := (Real.sqrt_pos.mpr Real.pi_pos).ne'
  rw [hG, show 2 / √π * (√π / 2) = 1 by field_simp] at h
  exact h

/-- A function that has a non-positive derivative at every positive point and tends to zero at
infinity is non-negative at every positive point. -/
theorem nonneg_of_decay {f : ℝ → ℝ} (hd : ∀ x, 0 < x → ∃ d, d ≤ 0 ∧ HasDerivAt f d x)
    (hl : Tendsto f atTop (𝓝 0)) {x : ℝ} (hx : 0 < x) : 0 ≤ f x := by
  have hanti : AntitoneOn f (Set.Ioi 0) := by
    apply antitoneOn_of_deriv_nonpos (convex_Ioi 0)
    · intro y hy
      obtain ⟨d, _, h⟩ := hd y hy
      exact h.continuousAt.continuousWithinAt
    · intro y hy
      rw [interior_Ioi] at hy
      obtain ⟨d, _, h⟩ := hd y hy
      exact h.differentiableAt.differentiableWithinAt
    · intro y hy
      rw [interior_Ioi] at hy
      obtain ⟨d, h0, h⟩ := hd y hy
      rw [h.deriv]
      exact h0
  refine le_of_tendsto hl ((eventually_ge_atTop x).mono fun y hy => ?_)
  exact hanti hx (lt_of_lt_of_le hx hy) hy

private lemma gauss_tendsto (n : ℕ) :
    Tendsto (fun x : ℝ => Real.exp (-x ^ 2) / x ^ n) atTop (𝓝 0) := by
  have he : Tendsto (fun x : ℝ => Real.exp (-x ^ 2)) atTop (𝓝 0) :=
    Real.tendsto_exp_neg_atTop_nhds_zero.comp (tendsto_pow_atTop two_ne_zero)
  have hi : Tendsto (fun x : ℝ => x⁻¹) atTop (𝓝 0) := tendsto_inv_atTop_zero
  have h := he.mul (hi.pow n)
  rw [zero_mul] at h
  refine h.congr (fun x => ?_)
  simp only [inv_pow, div_eq_mul_inv]

private lemma gauss_deriv (x : ℝ) :
    HasDerivAt (fun y : ℝ => Real.exp (-y ^ 2)) (Real.exp (-x ^ 2) * (-(2 * x))) x :=
  ((hasDerivAt_pow 2 x).fun_neg.exp).congr_deriv (by norm_num)

private lemma gauss_div_deriv {x : ℝ} (hx : x ≠ 0) :
    HasDerivAt (fun y : ℝ => Real.exp (-y ^ 2) / y)
      (-(2 + 1 / x ^ 2) * Real.exp (-x ^ 2)) x :=
  ((gauss_deriv x).fun_div (hasDerivAt_id' x) hx).congr_deriv (by field_simp; ring)

private lemma gauss_div_cube_deriv {x : ℝ} (hx : x ≠ 0) :
    HasDerivAt (fun y : ℝ => Real.exp (-y ^ 2) / y ^ 3)
      (-(2 / x ^ 2 + 3 / x ^ 4) * Real.exp (-x ^ 2)) x := by
  have h3 : HasDerivAt (fun y : ℝ => y ^ 3) (3 * x ^ 2) x :=
    (hasDerivAt_pow 3 x).congr_deriv (by norm_num)
  exact ((gauss_deriv x).fun_div h3 (pow_ne_zero 3 hx)).congr_deriv (by field_simp; ring)

/-- For positive argument, `1 - erf x` lies between 0 and `exp(-x²)/(√π x)`. -/
theorem one_sub_erf_bounds {x : ℝ} (hx : 0 < x) :
    0 ≤ 1 - erf x ∧ 1 - erf x ≤ Real.exp (-x ^ 2) / (√π * x) := by
  have hs : 0 < √π := Real.sqrt_pos.mpr Real.pi_pos
  have hl := erf_tendsto_one.const_sub 1
  constructor
  · refine nonneg_of_decay (f := fun y => 1 - erf y) (fun y _ => ?_) ?_ hx
    · exact ⟨_, neg_nonpos.mpr (by positivity), (erf_hasDerivAt y).const_sub 1⟩
    · rw [sub_self] at hl
      exact hl
  · -- the difference of the two sides decreases to zero
    have key : 0 ≤ 1 / √π * (Real.exp (-x ^ 2) / x) - (1 - erf x) := by
      refine nonneg_of_decay
        (f := fun y => 1 / √π * (Real.exp (-y ^ 2) / y) - (1 - erf y)) (fun y hy => ?_) ?_ hx
      · refine ⟨-(1 / √π * (Real.exp (-y ^ 2) / y ^ 2)), neg_nonpos.mpr (by positivity), ?_⟩
        exact (((gauss_div_deriv hy.ne').const_mul (1 / √π)).fun_sub
          ((erf_hasDerivAt y).const_sub 1)).congr_deriv (by field_simp; ring)
      · have hg := gauss_tendsto 1
        simp only [pow_one] at hg
        have h := (hg.const_mul (1 / √π)).sub hl
        rw [show 1 / √π * 0 - (1 - 1) = (0 : ℝ) by ring] at h
        exact h
    have e : Real.exp (-x ^ 2) / (√π * x) = 1 / √π * (Real.exp (-x ^ 2) / x) := by
      field_simp
    linarith

/-- For positive argument, `1 - erf x` is at least `exp(-x²)/(√π x)` times
`1 - 1/(2x²)`. -/
theorem one_sub_erf_lower {x : ℝ} (hx : 0 < x) :
    Real.exp (-x ^ 2) / (√π * x) * (1 - 1 / (2 * x ^ 2)) ≤ 1 - erf x := by
  have hs : 0 < √π := Real.sqrt_pos.mpr Real.pi_pos
  have key : 0 ≤ (1 - erf x) - 1 / √π *
      (Real.exp (-x ^ 2) / x - 1 / 2 * (Real.exp (-x ^ 2) / x ^ 3)) := by
    refine nonneg_of_decay (f := fun y => (1 - erf y) - 1 / √π *
      (Real.exp (-y ^ 2) / y - 1 / 2 * (Real.exp (-y ^ 2) / y ^ 3))) (fun y hy => ?_) ?_ hx
    · refine ⟨-(3 / 2 * (1 / √π) * (Real.exp (-y ^ 2) / y ^ 4)),
        neg_nonpos.mpr (by positivity), ?_⟩
      exact (((erf_hasDerivAt y).const_sub 1).fun_sub
        (((gauss_div_deriv hy.ne').fun_sub
          ((gauss_div_cube_deriv hy.ne').const_mul (1 / 2))).const_mul
            (1 / √π))).congr_deriv (by field_simp; ring)
    · have hg := gauss_tendsto 1
      simp only [pow_one] at hg
      have h := (erf_tendsto_one.const_sub 1).sub
        ((hg.sub ((gauss_tendsto 3).const_mul (1 / 2))).const_mul (1 / √π))
      rw [show (1 - 1) - 1 / √π * (0 - 1 / 2 * 0) = (0 : ℝ) by ring] at h
      exact h
  have e : Real.exp (-x ^ 2) / (√π * x) * (1 - 1 / (2 * x ^ 2)) = 1 / √π *
      (Real.exp (-x ^ 2) / x - 1 / 2 * (Real.exp (-x ^ 2) / x ^ 3)) := by
    field_simp
  linarith

/-- For positive `μ` and `R`, the long-range interaction `erf(μ R)/R` does not exceed `1/R` and
falls short of it by at most `exp(-μ²R²)/(√π μ R²)`. -/
theorem longRange_error {μ R : ℝ} (hμ : 0 < μ) (hR : 0 < R) :
    0 ≤ 1 / R - longRange μ R ∧
      1 / R - longRange μ R ≤ Real.exp (-(μ ^ 2 * R ^ 2)) / (√π * μ * R ^ 2) := by
  obtain ⟨h0, h1⟩ := one_sub_erf_bounds (mul_pos hμ hR)
  have hs : 0 < √π := Real.sqrt_pos.mpr Real.pi_pos
  rw [longRange, ← sub_div]
  refine ⟨div_nonneg h0 hR.le, (div_le_div_of_nonneg_right h1 hR.le).trans_eq ?_⟩
  rw [mul_pow]
  field_simp

/-- The error of the long-range attraction is at least `exp(-μ²R²)/(√π μ R²)` times
`1 - 1/(2μ²R²)`. -/
theorem longRange_error_lower {μ R : ℝ} (hμ : 0 < μ) (hR : 0 < R) :
    Real.exp (-(μ ^ 2 * R ^ 2)) / (√π * μ * R ^ 2) * (1 - 1 / (2 * (μ ^ 2 * R ^ 2))) ≤
      1 / R - longRange μ R := by
  have h := div_le_div_of_nonneg_right (one_sub_erf_lower (mul_pos hμ hR)) hR.le
  have hs : 0 < √π := Real.sqrt_pos.mpr Real.pi_pos
  rw [longRange, ← sub_div]
  refine le_trans (le_of_eq ?_) h
  rw [mul_pow]
  field_simp

/-- For finite hole and electron distributions with non-negative weights summing to one, and every
hole point at least `R` from every electron point (`μ` and `R` positive), the long-range attraction
misses the full Coulomb attraction by at most `exp(-μ²R²)/(√π μ R²)`, and never exceeds it. -/
theorem attraction_error {ι κ : Type*} [Fintype ι] [Fintype κ] {μ R : ℝ}
    (hμ : 0 < μ) (hR : 0 < R) (p : ι → ℝ) (q : κ → ℝ)
    (x : ι → EuclideanSpace ℝ (Fin 3)) (y : κ → EuclideanSpace ℝ (Fin 3))
    (hp : ∀ i, 0 ≤ p i) (hq : ∀ j, 0 ≤ q j) (hp1 : ∑ i, p i = 1) (hq1 : ∑ j, q j = 1)
    (hd : ∀ i j, R ≤ dist (x i) (y j)) :
    0 ≤ attraction (fun r => 1 / r) p q x y - attraction (longRange μ) p q x y ∧
      attraction (fun r => 1 / r) p q x y - attraction (longRange μ) p q x y ≤
        Real.exp (-(μ ^ 2 * R ^ 2)) / (√π * μ * R ^ 2) := by
  have hs : 0 < √π := Real.sqrt_pos.mpr Real.pi_pos
  simp only [attraction, ← Finset.sum_sub_distrib, ← mul_sub]
  constructor
  · exact Finset.sum_nonneg fun i _ => Finset.sum_nonneg fun j _ =>
      mul_nonneg (mul_nonneg (hp i) (hq j)) (longRange_error hμ (hR.trans_le (hd i j))).1
  · -- the pointwise bound decreases with distance, so its value at R bounds every pair
    have hB : ∀ i j, 1 / dist (x i) (y j) - longRange μ (dist (x i) (y j)) ≤
        Real.exp (-(μ ^ 2 * R ^ 2)) / (√π * μ * R ^ 2) := by
      intro i j
      refine (longRange_error hμ (hR.trans_le (hd i j))).2.trans ?_
      have hij := hd i j
      gcongr
    refine (Finset.sum_le_sum fun i _ => Finset.sum_le_sum fun j _ =>
      mul_le_mul_of_nonneg_left (hB i j) (mul_nonneg (hp i) (hq j))).trans_eq ?_
    simp only [← Finset.sum_mul, ← Finset.mul_sum, hp1, hq1, mul_one, one_mul]

/-- For `μ > 0`, `R` times the shift of the model energy `ctEnergy` from the gap tends to -1 as `R`
tends to infinity; at `μ = 0` the model energy equals the gap for every `R`. -/
theorem ctEnergy_asymptotics (gap : ℝ) {μ : ℝ} (hμ : 0 < μ) :
    Tendsto (fun R => R * (ctEnergy gap μ R - gap)) atTop (𝓝 (-1)) ∧
      ∀ R, ctEnergy gap 0 R = gap := by
  constructor
  · have hm : Tendsto (fun R : ℝ => μ * R) atTop atTop := tendsto_id.const_mul_atTop hμ
    have h : Tendsto (fun R : ℝ => -erf (μ * R)) atTop (𝓝 (-1)) :=
      (erf_tendsto_one.comp hm).neg
    refine h.congr' ((eventually_gt_atTop 0).mono fun R hR => ?_)
    have hR' : R ≠ 0 := ne_of_gt hR
    simp only [ctEnergy, longRange]
    field_simp
    ring
  · intro R
    simp [ctEnergy, longRange, erf]

end

end ChargeTransferLongRange
```

```lean
#print axioms ChargeTransferLongRange.longRange_error
-- 'ChargeTransferLongRange.longRange_error' depends on axioms: [propext, Classical.choice, Quot.sound]
#print axioms ChargeTransferLongRange.longRange_error_lower
-- 'ChargeTransferLongRange.longRange_error_lower' depends on axioms: [propext, Classical.choice, Quot.sound]
#print axioms ChargeTransferLongRange.attraction_error
-- 'ChargeTransferLongRange.attraction_error' depends on axioms: [propext, Classical.choice, Quot.sound]
#print axioms ChargeTransferLongRange.ctEnergy_asymptotics
-- 'ChargeTransferLongRange.ctEnergy_asymptotics' depends on axioms: [propext, Classical.choice, Quot.sound]
```

## How the Lean proof follows the calculus

`erf_hasDerivAt` and `erf_tendsto_one` supply the slope and the limit. `nonneg_of_decay` is the monotonicity principle: the sign of the derivative makes the function antitone, and `le_of_tendsto` compares its value at `x` with its limit.

The private lemmas differentiate \(e^{-x^2}/x\) and \(e^{-x^2}/x^3\) and show that the Gaussian terms vanish at infinity. `one_sub_erf_bounds` treats \(f_1\), which needs only the slope and limit of erf, and then \(f_2\), which also uses these lemmas; `one_sub_erf_lower` uses them for \(f_3\). In the last two cases, `field_simp; ring` checks the cancellation in the derivative and `positivity` settles its sign.

The two `longRange` theorems substitute `μ * R` and divide by `R`. In `attraction_error`, `gcongr` replaces each distance in the bound by its lower limit \(R\), after which the normalisations `hp1` and `hq1` collapse the double sum. `ctEnergy_asymptotics` rewrites the scaled shift as `-erf (μ * R)` for positive `R` and takes the limit; the case \(\mu=0\) follows by simplification, since the integral from 0 to 0 vanishes.
